# A rotated graphene lattice shares a nonzero vector with the original exactly when the rotation is $z/\bar z$ for a nonzero lattice vector $z$

A twist between two stacked graphene sheets is called commensurate here if some nonzero lattice translation of one sheet is also a lattice translation of the other. The problem is to find the rotations for which this happens. Vectors in the plane are written as complex numbers, and lengths are measured in units of the lattice constant, which is not the carbon–carbon distance. A rotation by $\theta$ is multiplication by $u=e^{i\theta}$, and a bar, `conj` in Lean, denotes complex conjugation.

```lean
import Mathlib

open ComplexConjugate

namespace CommensurateTwist

noncomputable section
```

The primitive vectors are $1$ and $\zeta=e^{2\pi i/3}$. They enclose 120°, where many texts choose a pair at 60°; the lattice is the same.

```lean
/-- The cube root of unity `exp (2 π i / 3)`, the second primitive vector of the lattice. -/
def ζ : ℂ := Complex.exp (2 * Real.pi * Complex.I / 3)
```

The Bravais lattice is
$$L=\{a+b\zeta : a,b\in\mathbb Z\}.$$
It contains translation vectors and not atomic positions, so neither the two-atom basis nor a relative shift of the sheets enters. In Lean it is a set of complex numbers.

```lean
/-- The Bravais lattice of graphene in the complex plane, with the lattice constant as unit
of length: all `a + b ζ` with integers `a`, `b`. -/
def lattice : Set ℂ := {x | ∃ a b : ℤ, x = a + b * ζ}
```

The twist is commensurate if there are $x,y\in L$ with $x\neq0$ and $x=uy$. The origin is always shared, so it has to be excluded. The definition accepts any complex $u$; that $u$ is a rotation is a hypothesis of the main theorem.

```lean
/-- The lattice `L` and its image `u L` have a nonzero point in common. -/
def Commensurate (u : ℂ) : Prop :=
  ∃ x ∈ lattice, x ≠ 0 ∧ ∃ y ∈ lattice, x = u * y
```

## Products and mirror images stay in the lattice

Since $2\pi/3=\pi-\pi/3$, the components of $\zeta$ are
$$\operatorname{Re}\zeta=-\cos\tfrac{\pi}{3}=-\tfrac12,\qquad \operatorname{Im}\zeta=\sin\tfrac{\pi}{3}=\tfrac{\sqrt3}{2}.$$

```lean
/-- Cartesian components of the second primitive vector. -/
theorem zeta_components : ζ.re = -1 / 2 ∧ ζ.im = √3 / 2 := by
  have h : 2 * (Real.pi : ℂ) * Complex.I / 3
      = ((Real.pi - Real.pi / 3 : ℝ) : ℂ) * Complex.I := by
    push_cast
    ring
  constructor
  · rw [ζ, h, Complex.exp_ofReal_mul_I_re, Real.cos_pi_sub, Real.cos_pi_div_three]
    norm_num
  · rw [ζ, h, Complex.exp_ofReal_mul_I_im, Real.sin_pi_sub, Real.sin_pi_div_three]
```

Squaring gives $\zeta^2=\tfrac14-\tfrac34-\tfrac{\sqrt3}{2}i=-\tfrac12-\tfrac{\sqrt3}{2}i$. This is also $\bar\zeta$, and both equal $-1-\zeta$. Lean compares real and imaginary parts, using $\sqrt3\cdot\sqrt3=3$.

```lean
/-- The square and the mirror image of `ζ` are both the lattice vector `-1 - ζ`. -/
theorem zeta_relations : ζ * ζ = -1 - ζ ∧ conj ζ = -1 - ζ := by
  obtain ⟨hr, hi⟩ := zeta_components
  have h3 : √3 * √3 = (3 : ℝ) := Real.mul_self_sqrt (by norm_num)
  constructor
  · apply Complex.ext
    · simp only [Complex.mul_re, Complex.sub_re, Complex.neg_re, Complex.one_re, hr, hi]
      linear_combination (-1 / 4) * h3
    · simp only [Complex.mul_im, Complex.sub_im, Complex.neg_im, Complex.one_im, hr, hi]
      ring
  · apply Complex.ext
    · simp only [Complex.conj_re, Complex.sub_re, Complex.neg_re, Complex.one_re, hr]
      norm_num
    · simp only [Complex.conj_im, Complex.sub_im, Complex.neg_im, Complex.one_im, hi]
      ring
```

The first relation turns a product of lattice vectors back into a lattice vector:
$$(a+b\zeta)(c+d\zeta)=(ac-bd)+(ad+bc-bd)\zeta .$$
The proof supplies these two integer coefficients, and `linear_combination` checks the identity from the relation for $\zeta^2$.

```lean
/-- The product of two lattice points, as complex numbers, is a lattice point. -/
theorem mul_mem_lattice {x y : ℂ} (hx : x ∈ lattice) (hy : y ∈ lattice) :
    x * y ∈ lattice := by
  obtain ⟨a, b, rfl⟩ := hx
  obtain ⟨c, d, rfl⟩ := hy
  refine ⟨a * c - b * d, a * d + b * c - b * d, ?_⟩
  push_cast
  linear_combination (b * d : ℂ) * zeta_relations.1
```

The second relation does the same for reflection in the real axis:
$$\overline{a+b\zeta}=a+b(-1-\zeta)=(a-b)-b\zeta .$$

```lean
/-- The lattice is symmetric under reflection in the real axis. -/
theorem conj_mem_lattice {x : ℂ} (hx : x ∈ lattice) : conj x ∈ lattice := by
  obtain ⟨a, b, rfl⟩ := hx
  refine ⟨a - b, -b, ?_⟩
  rw [map_add, map_mul, map_intCast, map_intCast, zeta_relations.2]
  push_cast
  ring
```

## The criterion for a shared vector

Let $|u|=1$, so that $u\bar u=1$. The claim is that $u$ is commensurate if and only if $u=z/\bar z$ for some nonzero $z\in L$.

Suppose first that $x=uy$ with $x,y\in L$ and $x\ne0$. Then $y\neq0$.

If $u\neq-1$, the sum $x+y=(u+1)y$ is a nonzero lattice vector that bisects the angle between $y$ and $x$. Multiplication by $\bar y$ removes the direction of $y$ and leaves half the twist angle. Put
$$z=\bar y(x+y)=y\bar y\,(u+1).$$
This is a nonzero element of $L$, and
$$u\bar z=y\bar y\,(u\bar u+u)=y\bar y\,(1+u)=z .$$

If $u=-1$, the sum $x+y$ vanishes, and $z=1+2\zeta$ is used instead. It satisfies $z^2=1+4\zeta+4\zeta^2=-3$, so it is nonzero, and $\bar z=1+2(-1-\zeta)=-z$, so $z/\bar z=-1$.

Conversely, if $u=z/\bar z$, then $z=u\bar z$. Both $z$ and $\bar z$ lie in $L$, so $z$ is the shared vector.

In the code, `huu` is the relation $u\bar u=1$, `by_cases` separates the half turn from the other rotations, and `eq_div_iff` replaces $u=z/\bar z$ by $u\bar z=z$.

```lean
/-- A rotation `u`, `|u| = 1`, makes the twisted lattice share a nonzero point with the
original one if and only if `u = z / conj z` for some nonzero lattice vector `z`. -/
theorem commensurate_iff {u : ℂ} (hu : ‖u‖ = 1) :
    Commensurate u ↔ ∃ z ∈ lattice, z ≠ 0 ∧ u = z / conj z := by
  have huu : u * conj u = 1 := by
    rw [Complex.mul_conj, Complex.normSq_eq_norm_sq, hu]
    norm_num
  constructor
  · rintro ⟨x, hx, hx0, y, hy, hxy⟩
    by_cases h : u = -1
    · -- the half turn comes from a vector along the imaginary axis
      have hsq : (1 + 2 * ζ) * (1 + 2 * ζ) = -3 := by
        linear_combination 4 * zeta_relations.1
      have h0 : 1 + 2 * ζ ≠ 0 := by
        intro h0
        rw [h0] at hsq
        norm_num at hsq
      refine ⟨1 + 2 * ζ, ⟨1, 2, by push_cast; ring⟩, h0, ?_⟩
      rw [eq_div_iff ((map_ne_zero (starRingEnd ℂ)).2 h0), h, map_add, map_mul, map_one,
        map_ofNat, zeta_relations.2]
      ring
    · -- otherwise x + y bisects the angle between y and its image x
      have hy0 : y ≠ 0 := by
        rintro rfl
        exact hx0 (by rw [hxy, mul_zero])
      have hs : x + y ∈ lattice := by
        obtain ⟨a, b, ha⟩ := hx
        obtain ⟨c, d, hc⟩ := hy
        refine ⟨a + c, b + d, ?_⟩
        rw [ha, hc]
        push_cast
        ring
      have hs0 : x + y ≠ 0 := by
        have e : x + y = (u + 1) * y := by rw [hxy]; ring
        rw [e]
        exact mul_ne_zero (fun h1 => h (eq_neg_of_add_eq_zero_left h1)) hy0
      have hz0 : conj y * (x + y) ≠ 0 :=
        mul_ne_zero ((map_ne_zero (starRingEnd ℂ)).2 hy0) hs0
      refine ⟨conj y * (x + y), mul_mem_lattice (conj_mem_lattice hy) hs, hz0, ?_⟩
      rw [eq_div_iff ((map_ne_zero (starRingEnd ℂ)).2 hz0), hxy]
      simp only [map_mul, map_add, Complex.conj_conj]
      linear_combination (y * conj y) * huu
  · -- u carries the lattice point conj z to the lattice point z
    rintro ⟨z, hz, hz0, h⟩
    refine ⟨z, hz, hz0, conj z, conj_mem_lattice hz, ?_⟩
    rw [h, div_mul_cancel₀ _ ((map_ne_zero (starRingEnd ℂ)).2 hz0)]
```

The hypothesis $|u|=1$ is needed for the forward implication. For $u=2$ the point $2=2\cdot1$ is nonzero and lies in both $L$ and $2L$, yet $z/\bar z$ always has modulus 1 and never equals 2.

If $x$ is shared, then so is $\zeta x$, because $\zeta x=u(\zeta y)$; this gives a second, independent period, an argument made in prose without a theorem in the code. For two rigid, identical sheets, the criterion therefore selects the rotations at which a band-structure calculation can use an exact periodic supercell. The physical assumption is that the translations of each sheet form an unstrained copy of $L$.

## Successive twists

If $x=uy$ and $x'=vy'$ are nonzero shared vectors for the twists $u$ and $v$, then
$$xx'=(uv)(yy').$$
Both products lie in $L$ and $xx'\neq0$, so the combined twist $uv$ is commensurate.

```lean
/-- Two commensurate twists performed one after the other give a commensurate twist. -/
theorem Commensurate.mul {u v : ℂ} (hu : Commensurate u) (hv : Commensurate v) :
    Commensurate (u * v) := by
  obtain ⟨x, hx, hx0, y, hy, hxy⟩ := hu
  obtain ⟨x', hx', hx0', y', hy', hxy'⟩ := hv
  refine ⟨x * x', mul_mem_lattice hx hx', mul_ne_zero hx0 hx0', y * y',
    mul_mem_lattice hy hy', ?_⟩
  rw [hxy, hxy']
  ring
```

## Half the twist angle points along a lattice vector

Write $h=e^{i\theta/2}$, so that $e^{i\theta}=h^2$ and $h\bar h=1$. If $h^2\bar z=z$, then
$$\overline{z\bar h}=\bar z h=\bar h\,(h^2\bar z)=z\bar h .$$
Hence $z\bar h$ is a real number $r$, and $z=rh$. Conversely, $z=rh$ gives $h^2\bar z=rh^2\bar h=rh=z$.

A twist by $\theta$ is therefore commensurate exactly when a nonzero lattice vector lies on the line through the origin at angle $\theta/2$ to the real axis, which is the direction of the primitive vector $1$. The number $r$ may be negative, so the whole line counts and not only a ray. In Lean, `hreal` states that $z\bar h$ equals its own conjugate.

```lean
/-- A twist by the angle `θ` is commensurate if and only if some nonzero lattice vector lies
on the line through the origin at the angle `θ / 2`. -/
theorem commensurate_angle_iff (θ : ℝ) :
    Commensurate (Complex.exp (θ * Complex.I)) ↔
      ∃ z ∈ lattice, z ≠ 0 ∧
        ∃ r : ℝ, z = r * Complex.exp ((θ / 2 : ℝ) * Complex.I) := by
  rw [commensurate_iff (Complex.norm_exp_ofReal_mul_I θ)]
  obtain ⟨h, hdef⟩ : ∃ h, h = Complex.exp ((θ / 2 : ℝ) * Complex.I) := ⟨_, rfl⟩
  have hsq : Complex.exp (θ * Complex.I) = h * h := by
    rw [hdef, ← Complex.exp_add]
    congr 1
    push_cast
    ring
  have hh : h * conj h = 1 := by
    rw [Complex.mul_conj, Complex.normSq_eq_norm_sq, hdef, Complex.norm_exp_ofReal_mul_I]
    norm_num
  rw [hsq, ← hdef]
  constructor
  · rintro ⟨z, hz, hz0, e⟩
    rw [eq_div_iff ((map_ne_zero (starRingEnd ℂ)).2 hz0)] at e
    -- turning z back by half the twist angle gives a real number
    have hreal : conj (z * conj h) = z * conj h := by
      rw [map_mul, Complex.conj_conj]
      linear_combination conj h * e - h * conj z * hh
    obtain ⟨r, hr⟩ := Complex.conj_eq_iff_real.1 hreal
    exact ⟨z, hz, hz0, r, by linear_combination h * hr - z * hh⟩
  · rintro ⟨z, hz, hz0, r, hr⟩
    have hc : conj z = r * conj h := by
      rw [hr, map_mul, Complex.conj_ofReal]
    refine ⟨z, hz, hz0, ?_⟩
    rw [eq_div_iff ((map_ne_zero (starRingEnd ℂ)).2 hz0)]
    linear_combination h * h * hc + r * h * hh - hr
```

## No shared vector at 30°

For $\theta=\pi/6$ the rotation is $u=\tfrac{\sqrt3}{2}+\tfrac i2$. Suppose $u\bar z=z$ with $z=a+b\zeta\neq0$. The components of $z$ are $a-\tfrac b2$ and $\tfrac{\sqrt3}{2}b$, and the real part of the equation reads
$$\tfrac{\sqrt3}{2}\left(a-\tfrac b2\right)+\tfrac12\cdot\tfrac{\sqrt3}{2}b=a-\tfrac b2,
\qquad\text{that is,}\qquad \sqrt3\,a=2a-b .$$
If $a=0$, then $b=0$ and $z=0$, which was excluded. If $a\neq0$, then $\sqrt3=(2a-b)/a$ would be rational, which it is not.

The equation $\sqrt3\,a=2a-b$ is `key` in the code, and the two cases follow in the same order. Two infinite, unstrained sheets at exactly 30° therefore have no common period, and a calculation in a periodic supercell has to alter the structure, for example by changing the angle slightly or by straining a sheet.

```lean
/-- At a twist of 30 degrees the two lattices have no common point except the origin. -/
theorem not_commensurate_thirty_degrees :
    ¬ Commensurate (Complex.exp ((Real.pi / 6 : ℝ) * Complex.I)) := by
  rw [commensurate_iff (Complex.norm_exp_ofReal_mul_I _)]
  rintro ⟨z, ⟨a, b, hz⟩, hz0, e⟩
  rw [eq_div_iff ((map_ne_zero (starRingEnd ℂ)).2 hz0)] at e
  obtain ⟨hr, hi⟩ := zeta_components
  have zr : z.re = a - b / 2 := by
    rw [hz]
    simp only [Complex.add_re, Complex.mul_re, Complex.intCast_re, Complex.intCast_im, hr]
    ring
  have zi : z.im = b * (√3 / 2) := by
    rw [hz]
    simp only [Complex.add_im, Complex.mul_im, Complex.intCast_re, Complex.intCast_im, hi]
    ring
  have hre := congrArg Complex.re e
  rw [Complex.mul_re, Complex.conj_re, Complex.conj_im, Complex.exp_ofReal_mul_I_re,
    Complex.exp_ofReal_mul_I_im, Real.cos_pi_div_six, Real.sin_pi_div_six, zr, zi] at hre
  have key : √3 * (a : ℝ) = 2 * a - b := by linear_combination 2 * hre
  by_cases ha : a = 0
  · have hb : (b : ℝ) = 0 := by
      rw [ha, Int.cast_zero] at key
      linarith
    have hb' : b = 0 := by exact_mod_cast hb
    exact hz0 (by rw [hz, ha, hb']; simp)
  · -- a common point would make the square root of 3 rational
    have hirr : Irrational √3 := by
      exact_mod_cast Nat.Prime.irrational_sqrt Nat.prime_three
    have ha' : (a : ℝ) ≠ 0 := by exact_mod_cast ha
    refine hirr ⟨(2 * a - b : ℚ) / a, ?_⟩
    push_cast
    rw [div_eq_iff ha']
    exact key.symm

end

end CommensurateTwist
```

```lean
#print axioms CommensurateTwist.commensurate_iff
-- 'CommensurateTwist.commensurate_iff' depends on axioms: [propext, Classical.choice, Quot.sound]
#print axioms CommensurateTwist.Commensurate.mul
-- 'CommensurateTwist.Commensurate.mul' depends on axioms: [propext, Classical.choice, Quot.sound]
#print axioms CommensurateTwist.commensurate_angle_iff
-- 'CommensurateTwist.commensurate_angle_iff' depends on axioms: [propext, Classical.choice, Quot.sound]
#print axioms CommensurateTwist.not_commensurate_thirty_degrees
-- 'CommensurateTwist.not_commensurate_thirty_degrees' depends on axioms: [propext, Classical.choice, Quot.sound]
```
